# Full counting statistics of determinantal site occupations on a finite lattice as a single determinant

Each set `S` of occupied sites in a finite set `V` has a probability `P S`, and the probability that all sites of any given set `A` are occupied is the principal minor of a complex matrix `K` on `A`; the empty set gives total probability one. The theorem `IsDeterminantal.counting` gives each site `i` a complex factor, `b i` if it is occupied and `a i` if it is empty, and states that the expectation of the product of these factors is det(diag(a)(1 − K) + diag(b)K). Nothing further is assumed of `K`, not even that it is Hermitian. The attempt writes `b i` as `(b i - a i) + a i` on the occupied sites, expands both the product and the determinant into sums over site sets `A`, and matches the terms through the inclusion probabilities.

The first attempt, which Lean rejects:

```lean
import Mathlib

open Matrix Finset

namespace EmptinessFormation

noncomputable section

variable {V : Type*} [Fintype V] [DecidableEq V]

/-- The principal minor `det (K_A)`: the determinant of `K` restricted to the sites of `A`. -/
def minor (K : Matrix V V ℂ) (A : Finset V) : ℂ :=
  (K.submatrix (fun i : {i // i ∈ A} => (i : V)) (fun i : {i // i ∈ A} => (i : V))).det

/-- `P S` is the probability that `S` is the set of occupied sites; the probability that all
sites of `A` are occupied is the principal minor `det (K_A)`, for every `A`. -/
structure IsDeterminantal (P : Finset V → ℝ) (K : Matrix V V ℂ) : Prop where
  nonneg : ∀ S, 0 ≤ P S
  inclusion : ∀ A : Finset V, ((∑ S with A ⊆ S, P S : ℝ) : ℂ) = minor K A

/-- A principal minor is the determinant of the full matrix in which the rows outside `A` are
replaced by rows of the identity. -/
theorem minor_eq_det (K : Matrix V V ℂ) (A : Finset V) :
    minor K A = det (of fun i j => if i ∈ A then K i j else (1 : Matrix V V ℂ) i j) := by
  let M : Matrix V V ℂ := of fun i j => if i ∈ A then K i j else (1 : Matrix V V ℂ) i j
  change minor K A = det M
  have h := Matrix.twoBlockTriangular_det M (fun i => i ∈ A) (by
    intro i hi j hj
    have hij : i ≠ j := fun e => hi (e ▸ hj)
    simp [M, hi, hij])
  have h1 : toSquareBlockProp M (fun i => i ∈ A) =
      K.submatrix (fun i : {i // i ∈ A} => (i : V)) (fun i : {i // i ∈ A} => (i : V)) := by
    ext i j
    simp [toSquareBlockProp, M, i.2]
  have h2 : toSquareBlockProp M (fun i => ¬ i ∈ A) = 1 := by
    ext i j
    simp [toSquareBlockProp, M, i.2, Matrix.one_apply, Subtype.ext_iff]
  rw [h, h1, h2, det_one, mul_one]
  unfold minor
  congr!

/-- The determinant of `diag(c) K + diag(a)` is a sum over site sets `A` of principal minors of
`K`, with a factor `c i` for each site in `A` and `a i` for each site outside. -/
theorem det_expansion (K : Matrix V V ℂ) (a c : V → ℂ) :
    det (of fun i j => c i * K i j + a i * (1 : Matrix V V ℂ) i j) =
      ∑ A : Finset V, ((∏ i ∈ A, c i) * ∏ i ∈ Aᶜ, a i) * minor K A := by
  -- multilinearity: each row is taken from one of the two summands
  have h : det (of fun i j => c i * K i j + a i * (1 : Matrix V V ℂ) i j) =
      ∑ A : Finset V, det (of (A.piecewise (fun i j => c i * K i j)
        (fun i j => a i * (1 : Matrix V V ℂ) i j))) :=
    (Matrix.detRowAlternating (n := V) (R := ℂ)).toMultilinearMap.map_add_univ
      (fun i j => c i * K i j) (fun i j => a i * (1 : Matrix V V ℂ) i j)
  rw [h]
  refine Finset.sum_congr rfl fun A _ => ?_
  have hv : ∏ i, (if i ∈ A then c i else a i) = (∏ i ∈ A, c i) * ∏ i ∈ Aᶜ, a i := by
    rw [← Finset.prod_mul_prod_compl A]
    congr 1
    · exact Finset.prod_congr rfl fun i hi => if_pos hi
    · exact Finset.prod_congr rfl fun i hi => if_neg (Finset.mem_compl.mp hi)
  rw [minor_eq_det, ← hv, ← Matrix.det_mul_column]
  refine congrArg Matrix.det ?_
  ext i j
  by_cases hi : i ∈ A <;> simp [Finset.piecewise, hi]

/-- Full counting statistics: with a factor `b i` for each occupied site and `a i` for each empty
site, the expectation of the product is `det (diag(a) (1 - K) + diag(b) K)`. -/
theorem IsDeterminantal.counting {P : Finset V → ℝ} {K : Matrix V V ℂ}
    (h : IsDeterminantal P K) (a b : V → ℂ) :
    ∑ S, (P S : ℂ) * ((∏ i ∈ S, b i) * ∏ i ∈ Sᶜ, a i) =
      det (diagonal a * (1 - K) + diagonal b * K) := by
  have hM : diagonal a * (1 - K) + diagonal b * K =
      of fun i j => (b i - a i) * K i j + a i * (1 : Matrix V V ℂ) i j := by
    ext i j
    simp only [Matrix.add_apply, Matrix.diagonal_mul, Matrix.sub_apply, Matrix.of_apply]
    ring
  -- write b = (b - a) + a on the occupied sites and expand the product
  have hS : ∀ S : Finset V, (∏ i ∈ S, b i) * ∏ i ∈ Sᶜ, a i =
      ∑ A : Finset V, if A ⊆ S then (∏ i ∈ A, (b i - a i)) * ∏ i ∈ Aᶜ, a i else 0 := by
    intro S
    have h1 : ∏ i ∈ S, b i =
        ∑ A ∈ S.powerset, (∏ i ∈ A, (b i - a i)) * ∏ i ∈ S \ A, a i := by
      rw [← Finset.prod_add]
      exact Finset.prod_congr rfl fun i _ => by ring
    have h2 : (univ.filter fun A : Finset V => A ⊆ S) = S.powerset := by
      ext A
      simp
    rw [h1, Finset.sum_mul, ← Finset.sum_filter, h2]
    refine Finset.sum_congr rfl fun A hA => ?_
    have h3 : S \ A ∪ Sᶜ = Aᶜ := by
      ext i
      have := @(Finset.mem_powerset.mp hA) i
      simp only [Finset.mem_union, Finset.mem_sdiff, Finset.mem_compl]
      tauto
    rw [mul_assoc, ← Finset.prod_union (Finset.disjoint_left.mpr fun i hi hi' =>
      Finset.mem_compl.mp hi' (Finset.mem_sdiff.mp hi).1), h3]
  rw [hM, det_expansion]
  simp only [hS, Finset.mul_sum]
  rw [Finset.sum_comm]
  refine Finset.sum_congr rfl fun A _ => ?_
  rw [← h.inclusion A, Complex.ofReal_sum, Finset.sum_filter, Finset.mul_sum]
  refine Finset.sum_congr rfl fun S _ => ?_
  split_ifs <;> ring

end

end EmptinessFormation
```

The error:

```
Main.lean:91:14: error: unexpected syntax
  @(Finset.mem_powerset.mp hA) i
Main.lean:92:6: error: No goals to be solved
```

Cause. The first error is one of syntax. The term `Finset.mem_powerset.mp hA` proves `A ⊆ S`, which can be used as a function from `i ∈ A` to `i ∈ S` with the site `i` implicit. The attempt wanted to supply `i` by hand and put `@` before the parenthesised proof, but Lean does not accept `@` on such a term at the head of an application; there it has to stand before an identifier.

The second error follows from the first. The failed `have` left no goal for the `simp only` on the next line, which does not mean that `h3` had been proved.

The repair states the wanted fact outright, as `hi : i ∈ A → i ∈ S`, and proves it by applying the inclusion to a membership proof `h`. Lean then finds the implicit site from the type of `h`, so no `@` is needed. The goal survives for `simp only`, which unfolds the set operations, and `tauto` can use `hi` to finish `h3`.

Lean accepts the file once it reads:

```diff
@@ -89,5 +89,5 @@
     have h3 : S \ A ∪ Sᶜ = Aᶜ := by
       ext i
-      have := @(Finset.mem_powerset.mp hA) i
+      have hi : i ∈ A → i ∈ S := fun h => Finset.mem_powerset.mp hA h
       simp only [Finset.mem_union, Finset.mem_sdiff, Finset.mem_compl]
       tauto
```
